# Under the curvature condition the DFP update satisfies the secant equation and preserves symmetry and positive definiteness

## Definitions and conventions

Let $B$ be a real $n\times n$ approximation to the Hessian of an energy, $s$ the step just taken and $y$ the change of the gradient along it. The Davidon–Fletcher–Powell (DFP) update turns $B$ into a new approximation $B_+$; the main theorem assumes that $B$ is positive definite and that the curvature condition $y\cdot s>0$ holds. The statements concern one update in exact real arithmetic; the inverse-Hessian form, line searches and convergence are not treated. Vectors are functions `n → ℝ` on a finite index type, `⬝ᵥ` is the Euclidean dot product, `*ᵥ` the matrix–vector product, and `vecMulVec u v` is $uv^T$. Nothing ties $s$ and $y$ to an actual energy surface.

```lean
import Mathlib

open Matrix

namespace DFPUpdate

noncomputable section

variable {n : Type*} [Fintype n] [DecidableEq n]
```

The update is $B_+ = (I-\rho y s^T)B(I-\rho s y^T)+\rho yy^T$, where the DFP update proper has $\rho=1/(y\cdot s)$. The definition leaves $\rho$ as a free real parameter, and the theorems state what they assume about it.

```lean
/-- The DFP update `(1 - ρ y sᵀ) B (1 - ρ s yᵀ) + ρ y yᵀ` of the approximate Hessian `B`
for step `s`, gradient change `y` and scalar `ρ`. -/
def dfp (ρ : ℝ) (B : Matrix n n ℝ) (s y : n → ℝ) : Matrix n n ℝ :=
  (1 - ρ • vecMulVec y s) * B * (1 - ρ • vecMulVec s y) + ρ • vecMulVec y y
```

The right factor sends $x$ to $z = x-\rho(y\cdot x)s$.

```lean
/-- The vector `x - ρ (y · x) s`. -/
def shift (ρ : ℝ) (s y x : n → ℝ) : n → ℝ :=
  x - (ρ * (y ⬝ᵥ x)) • s
```

With $\beta = s^TBs$, the Broyden class uses the direction $v=\rho y - Bs/\beta$.

```lean
/-- The direction `v = ρ y - B s / (sᵀ B s)` of the Broyden class. -/
def broydenVec (ρ : ℝ) (B : Matrix n n ℝ) (s y : n → ℝ) : n → ℝ :=
  ρ • y - (1 / (s ⬝ᵥ B *ᵥ s)) • (B *ᵥ s)
```

Its members are $B_\varphi = B-(Bs)(Bs)^T/\beta+\rho yy^T+\varphi\beta vv^T$. In this convention $\varphi=0$ with $\rho = 1/(y\cdot s)$ is the BFGS Hessian update.

```lean
/-- The Broyden-class update with parameter `φ`:
`B - (B s)(B s)ᵀ / (sᵀ B s) + ρ y yᵀ + φ (sᵀ B s) v vᵀ`. -/
def broyden (φ ρ : ℝ) (B : Matrix n n ℝ) (s y : n → ℝ) : Matrix n n ℝ :=
  B - (1 / (s ⬝ᵥ B *ᵥ s)) • vecMulVec (B *ᵥ s) (B *ᵥ s) + ρ • vecMulVec y y
    + (φ * (s ⬝ᵥ B *ᵥ s)) • vecMulVec (broydenVec ρ B s y) (broydenVec ρ B s y)
```

Mathlib's `PosDef` includes Hermiticity, so over the reals it means $B^T=B$ and $x^TBx>0$ for all $x\neq0$.

```lean
omit [DecidableEq n] in
/-- A real matrix is positive definite iff it is symmetric and `xᵀ B x > 0` for all `x ≠ 0`. -/
theorem posDef_iff_real {B : Matrix n n ℝ} :
    B.PosDef ↔ B.IsSymm ∧ ∀ x : n → ℝ, x ≠ 0 → 0 < x ⬝ᵥ B *ᵥ x := by
  rw [Matrix.posDef_iff_dotProduct_mulVec]
  simp only [Matrix.IsHermitian, Matrix.IsSymm,
    Matrix.conjTranspose_eq_transpose_of_trivial, star_trivial]
```

## Action and quadratic form

Entrywise, $(uv^T)^T_{ij}=u_jv_i=(vu^T)_{ij}$.

```lean
omit [Fintype n] [DecidableEq n] in
/-- The transpose of the outer product `u vᵀ` is `v uᵀ`. -/
theorem outer_transpose (u v : n → ℝ) : (vecMulVec u v)ᵀ = vecMulVec v u := by
  ext i j
  exact mul_comm (u j) (v i)
```

Also $\sum_j c\,u_iv_jw_j=c\,(v\cdot w)\,u_i$, so $(c\,uv^T)w=c(v\cdot w)u$.

```lean
omit [DecidableEq n] in
/-- A scaled outer product acts as `(c u vᵀ) w = c (v · w) u`. -/
theorem outer_mulVec (c : ℝ) (u v w : n → ℝ) :
    (c • vecMulVec u v) *ᵥ w = (c * (v ⬝ᵥ w)) • u := by
  ext i
  change ∑ j, (c * (u i * v j)) * w j = (c * ∑ j, v j * w j) * u i
  rw [Finset.mul_sum, Finset.sum_mul]
  exact Finset.sum_congr rfl fun j _ => by ring
```

Applying the factors from right to left gives
$$B_+x=(I-\rho ys^T)Bz+\rho(y\cdot x)y=Bz-\rho(s^TBz)y+\rho(y\cdot x)y .$$

```lean
/-- With `z = x - ρ (y · x) s`, the DFP matrix sends `x` to
`B z - ρ (sᵀ B z) y + ρ (y · x) y`. -/
theorem dfp_mulVec (ρ : ℝ) (B : Matrix n n ℝ) (s y x : n → ℝ) :
    dfp ρ B s y *ᵥ x = B *ᵥ shift ρ s y x - (ρ * (s ⬝ᵥ B *ᵥ shift ρ s y x)) • y
      + (ρ * (y ⬝ᵥ x)) • y := by
  simp only [dfp, shift, Matrix.add_mulVec, ← Matrix.mulVec_mulVec, Matrix.sub_mulVec,
    Matrix.one_mulVec, outer_mulVec]
```

The dot product with $x$ is
$$x^TB_+x=\bigl(x-\rho(y\cdot x)s\bigr)^TBz+\rho(y\cdot x)^2=z^TBz+\rho(y\cdot x)^2 ,$$
for any $B$ and $\rho$. The proof uses `generalize` to treat $Bz$ as an opaque vector, and `ring` collects the scalars.

```lean
/-- The quadratic form of the DFP matrix at `x` is `zᵀ B z + ρ (y · x)²`
with `z = x - ρ (y · x) s`. -/
theorem dfp_quadratic (ρ : ℝ) (B : Matrix n n ℝ) (s y x : n → ℝ) :
    x ⬝ᵥ dfp ρ B s y *ᵥ x
      = shift ρ s y x ⬝ᵥ B *ᵥ shift ρ s y x + ρ * (y ⬝ᵥ x) ^ 2 := by
  rw [dfp_mulVec]
  generalize B *ᵥ shift ρ s y x = w
  simp only [shift, dotProduct_add, dotProduct_sub, sub_dotProduct, dotProduct_smul,
    smul_dotProduct, smul_eq_mul, dotProduct_comm x y]
  ring
```

## The three properties

Transposition reverses the product, exchanges $ys^T$ with $sy^T$ and fixes $yy^T$, so $B_+^T=(I-\rho ys^T)B^T(I-\rho sy^T)+\rho yy^T$, which is $B_+$ when $B^T=B$.

```lean
/-- The DFP matrix of a symmetric `B` is symmetric, for every `ρ`. -/
theorem dfp_isSymm (ρ : ℝ) {B : Matrix n n ℝ} (hB : B.IsSymm) (s y : n → ℝ) :
    (dfp ρ B s y).IsSymm := by
  have h : Bᵀ = B := hB
  change (dfp ρ B s y)ᵀ = dfp ρ B s y
  simp only [dfp, Matrix.transpose_add, Matrix.transpose_mul, Matrix.transpose_sub,
    Matrix.transpose_one, Matrix.transpose_smul, outer_transpose, h, Matrix.mul_assoc]
```

If $\rho(y\cdot s)=1$, then at $x=s$ one has $z=s-s=0$ (`hz`), and $B_+s=\rho(y\cdot s)y=y$. No property of $B$ enters.

```lean
/-- Secant equation: if `ρ (y · s) = 1`, the DFP matrix of any `B` maps `s` to `y`. -/
theorem dfp_secant {ρ : ℝ} (B : Matrix n n ℝ) {s y : n → ℝ} (hρ : ρ * (y ⬝ᵥ s) = 1) :
    dfp ρ B s y *ᵥ s = y := by
  -- the right factor annihilates the step
  have hz : shift ρ s y s = 0 := by simp [shift, hρ]
  rw [dfp_mulVec, hz, hρ]
  simp
```

Let $B$ be positive definite, $\rho>0$ and $x\neq0$. If $y\cdot x=0$, then $z=x$ and $x^TB_+x=x^TBx>0$. Otherwise $\rho(y\cdot x)^2>0$ and $z^TBz\ge0$; the inner `by_cases` obtains the latter from $z=0$ or $z\neq0$. No relation between $\rho$ and $y\cdot s$ is needed.

```lean
/-- For positive definite `B` and any `ρ > 0` the DFP matrix is positive definite. -/
theorem dfp_posDef {ρ : ℝ} {B : Matrix n n ℝ} (hB : B.PosDef) (hpos : 0 < ρ)
    (s y : n → ℝ) : (dfp ρ B s y).PosDef := by
  obtain ⟨hS, hP⟩ := posDef_iff_real.1 hB
  refine posDef_iff_real.2 ⟨dfp_isSymm ρ hS s y, fun x hx => ?_⟩
  rw [dfp_quadratic]
  by_cases hc : y ⬝ᵥ x = 0
  · -- `x` orthogonal to `y`: then `z = x` and the first term is positive
    have hz : shift ρ s y x = x := by simp [shift, hc]
    rw [hz, hc]
    simpa using hP x hx
  · -- otherwise the rank-one term is positive
    have h1 : 0 < ρ * (y ⬝ᵥ x) ^ 2 :=
      mul_pos hpos (lt_of_le_of_ne (sq_nonneg _) (pow_ne_zero 2 hc).symm)
    by_cases hz : shift ρ s y x = 0
    · rw [hz, zero_dotProduct]
      linarith
    · have h2 := hP _ hz
      linarith
```

The main theorem reads: if $B$ is positive definite (`hB`), $\rho=1/(y\cdot s)$ (`hρ`) and $\rho>0$ (`hpos`), then $B_+$ is symmetric, $B_+s=y$, and $B_+$ is positive definite. Lean sets $1/0=0$, so `hpos` also excludes $y\cdot s=0$. The proof derives $y\cdot s>0$, then $\rho(y\cdot s)=1$, and combines the three preceding results.

```lean
/-- For positive definite `B` and `ρ = 1 / (y · s) > 0`, the DFP matrix is symmetric,
maps `s` to `y` and is positive definite. -/
theorem dfp_symm_secant_posDef {ρ : ℝ} {B : Matrix n n ℝ} {s y : n → ℝ} (hB : B.PosDef)
    (hρ : ρ = 1 / (y ⬝ᵥ s)) (hpos : 0 < ρ) :
    (dfp ρ B s y).IsSymm ∧ dfp ρ B s y *ᵥ s = y ∧ (dfp ρ B s y).PosDef := by
  have hys : 0 < y ⬝ᵥ s := by
    rw [hρ] at hpos
    exact one_div_pos.mp hpos
  have h1 : ρ * (y ⬝ᵥ s) = 1 := by
    rw [hρ, one_div]
    exact inv_mul_cancel₀ hys.ne'
  exact ⟨dfp_isSymm ρ (posDef_iff_real.1 hB).1 s y, dfp_secant B h1, dfp_posDef hB hpos s y⟩
```

In a quasi-Newton geometry optimisation on an electronic energy surface, positive definiteness makes $-B_+^{-1}g$ a descent direction for a nonzero gradient $g$; that consequence is not formalised, and the theorem covers a single unrounded update whose curvature condition is assumed. The hypothesis on $B$ matters: $B=\mathrm{diag}(1,-1)$ with $s=y=(1,0)$ has $\rho=1$ and gives $B_+=B$, which is indefinite.

## The curvature condition is necessary

Assume $B$ positive definite and $\rho(y\cdot s)=1$, which forces $s\neq0$. If $B_+$ is positive definite, then $0<s^TB_+s=s\cdot y$ by the secant equation. Conversely, $y\cdot s>0$ forces $\rho>0$, since $\rho\le0$ would give $\rho(y\cdot s)\le0$ (the `nlinarith` step). In one dimension, $B=1$, $s=1$, $y=-1$ give $\rho=-1$ and $B_+=-1$.

```lean
/-- For positive definite `B` and `ρ (y · s) = 1`, the DFP matrix is positive definite
exactly when the curvature condition `y · s > 0` holds. -/
theorem dfp_posDef_iff_curvature {ρ : ℝ} {B : Matrix n n ℝ} {s y : n → ℝ} (hB : B.PosDef)
    (hρ : ρ * (y ⬝ᵥ s) = 1) : (dfp ρ B s y).PosDef ↔ 0 < y ⬝ᵥ s := by
  constructor
  · intro h
    have hs0 : s ≠ 0 := by
      rintro rfl
      simp at hρ
    -- test the quadratic form on `s` and use the secant equation
    have h1 := (posDef_iff_real.1 h).2 s hs0
    rw [dfp_secant B hρ, dotProduct_comm] at h1
    exact h1
  · intro hys
    have hpos : 0 < ρ := by
      by_contra h
      have h' := not_lt.1 h
      nlinarith
    exact dfp_posDef hB hpos s y
```

## The Broyden class

Put $b=Bs$. Symmetry gives $s^TB=b^T$, so
$$B_+=B-\rho(yb^T+by^T)+\rho^2\beta\,yy^T+\rho\,yy^T,$$
$$\beta vv^T=\rho^2\beta\,yy^T-\rho(yb^T+by^T)+bb^T/\beta .$$
Adding the second line to $B-bb^T/\beta+\rho yy^T$ reproduces the first, hence $B_+=B_1$ for symmetric $B$, $\beta\neq0$ and any $\rho$. Lean compares the actions on an arbitrary $x$ componentwise; `hb` states $b\cdot x=s^TBx$, and `linear_combination` closes the difference as a multiple of $(1/\beta)\beta=1$.

```lean
/-- For symmetric `B` with `sᵀ B s ≠ 0`, the DFP matrix is the Broyden-class member
with `φ = 1`. -/
theorem dfp_eq_broyden_one (ρ : ℝ) {B : Matrix n n ℝ} (hB : B.IsSymm) (s y : n → ℝ)
    (hs : s ⬝ᵥ B *ᵥ s ≠ 0) : dfp ρ B s y = broyden 1 ρ B s y := by
  have h : Bᵀ = B := hB
  have h2 : 1 / (s ⬝ᵥ B *ᵥ s) * (s ⬝ᵥ B *ᵥ s) = 1 := by
    rw [one_div]
    exact inv_mul_cancel₀ hs
  -- compare the action on an arbitrary vector
  apply Matrix.toLin'.injective
  apply LinearMap.ext
  intro x
  have hb : (B *ᵥ s) ⬝ᵥ x = s ⬝ᵥ B *ᵥ x := by
    rw [Matrix.dotProduct_mulVec, ← Matrix.mulVec_transpose, h]
  simp only [Matrix.toLin'_apply]
  rw [dfp_mulVec]
  simp only [broyden, broydenVec, shift, Matrix.add_mulVec, Matrix.sub_mulVec, outer_mulVec,
    Matrix.mulVec_sub, Matrix.mulVec_smul, dotProduct_sub, dotProduct_smul, sub_dotProduct,
    smul_dotProduct, smul_eq_mul, hb]
  ext i
  simp only [Pi.add_apply, Pi.sub_apply, Pi.smul_apply, smul_eq_mul]
  linear_combination (ρ * (y ⬝ᵥ x) * (B *ᵥ s) i + ρ * (s ⬝ᵥ B *ᵥ x) * y i
    - 1 / (s ⬝ᵥ B *ᵥ s) * (s ⬝ᵥ B *ᵥ x) * (B *ᵥ s) i) * h2
```

Now take the hypotheses of the main theorem and $\varphi\ge0$. From $y\cdot s>0$ follow $s\neq0$ and $\beta>0$. Then $v\cdot s=\rho(y\cdot s)-\beta/\beta=0$ (`hv`), and
$$B_\varphi s=b-b\,(\beta/\beta)+\rho(y\cdot s)y+0=y .$$
Each term of $B_\varphi$ is symmetric. With $w=x-(b\cdot x/\beta)s$, which is `shift` with parameter $1/\beta$ and $b$ in place of $y$,
$$w^TBw=x^TBx-2(b\cdot x)^2/\beta+(b\cdot x)^2/\beta=x^TBx-(b\cdot x)^2/\beta ,$$
so that (`hq`)
$$x^TB_\varphi x=w^TBw+\rho(y\cdot x)^2+\varphi\beta(v\cdot x)^2 .$$
All three terms are nonnegative. If $w\neq0$, the first is positive. If $w=0$ and $x\neq0$, then $x=ts$ with $t\neq0$, so $y\cdot x=t(y\cdot s)\neq0$ (`key`) and the second is positive. The theorem concludes that $B_\varphi s=y$ and that $B_\varphi$ is positive definite, symmetry included.

```lean
omit [DecidableEq n] in
/-- For positive definite `B`, `ρ = 1 / (y · s) > 0` and `φ ≥ 0`, the Broyden-class matrix
maps `s` to `y` and is positive definite. -/
theorem broyden_secant_posDef {φ ρ : ℝ} {B : Matrix n n ℝ} {s y : n → ℝ} (hB : B.PosDef)
    (hρ : ρ = 1 / (y ⬝ᵥ s)) (hpos : 0 < ρ) (hφ : 0 ≤ φ) :
    broyden φ ρ B s y *ᵥ s = y ∧ (broyden φ ρ B s y).PosDef := by
  obtain ⟨hS, hP⟩ := posDef_iff_real.1 hB
  have h : Bᵀ = B := hS
  have hys : 0 < y ⬝ᵥ s := by
    rw [hρ] at hpos
    exact one_div_pos.mp hpos
  have hs0 : s ≠ 0 := by
    rintro rfl
    simp at hys
  have hβ : 0 < s ⬝ᵥ B *ᵥ s := hP s hs0
  have hb : ∀ x : n → ℝ, (B *ᵥ s) ⬝ᵥ x = s ⬝ᵥ B *ᵥ x := fun x => by
    rw [Matrix.dotProduct_mulVec s B x, ← Matrix.mulVec_transpose, h]
  have h1 : ρ * (y ⬝ᵥ s) = 1 := by
    rw [hρ, one_div]
    exact inv_mul_cancel₀ hys.ne'
  have h2 : 1 / (s ⬝ᵥ B *ᵥ s) * (s ⬝ᵥ B *ᵥ s) = 1 := by
    rw [one_div]
    exact inv_mul_cancel₀ hβ.ne'
  -- the Broyden direction is orthogonal to the step
  have hv : broydenVec ρ B s y ⬝ᵥ s = 0 := by
    simp only [broydenVec, sub_dotProduct, smul_dotProduct, smul_eq_mul, hb, h1, h2, sub_self]
  refine ⟨?_, posDef_iff_real.2 ⟨?_, fun x hx => ?_⟩⟩
  · simp only [broyden, Matrix.add_mulVec, Matrix.sub_mulVec, outer_mulVec, hb, h1, h2, hv,
      mul_zero, zero_smul, one_smul, sub_self, zero_add, add_zero]
  · change (broyden φ ρ B s y)ᵀ = broyden φ ρ B s y
    simp only [broyden, Matrix.transpose_add, Matrix.transpose_sub, Matrix.transpose_smul,
      outer_transpose, h]
  · have hxs : x ⬝ᵥ B *ᵥ s = s ⬝ᵥ B *ᵥ x := (dotProduct_comm _ _).trans (hb x)
    -- complete the square in the `B`-form along `s`
    have hq : x ⬝ᵥ broyden φ ρ B s y *ᵥ x
        = shift (1 / (s ⬝ᵥ B *ᵥ s)) s (B *ᵥ s) x
            ⬝ᵥ B *ᵥ shift (1 / (s ⬝ᵥ B *ᵥ s)) s (B *ᵥ s) x
          + ρ * (y ⬝ᵥ x) ^ 2 + φ * (s ⬝ᵥ B *ᵥ s) * (broydenVec ρ B s y ⬝ᵥ x) ^ 2 := by
      simp only [broyden, shift, Matrix.add_mulVec, Matrix.sub_mulVec, outer_mulVec,
        Matrix.mulVec_sub, Matrix.mulVec_smul, dotProduct_add, dotProduct_sub, sub_dotProduct,
        dotProduct_smul, smul_dotProduct, smul_eq_mul, hb, hxs, dotProduct_comm x y,
        dotProduct_comm x (broydenVec ρ B s y)]
      linear_combination (-(1 / (s ⬝ᵥ B *ᵥ s) * (s ⬝ᵥ B *ᵥ x) ^ 2)) * h2
    have h4 : 0 ≤ φ * (s ⬝ᵥ B *ᵥ s) * (broydenVec ρ B s y ⬝ᵥ x) ^ 2 :=
      mul_nonneg (mul_nonneg hφ hβ.le) (sq_nonneg _)
    -- a nonzero multiple of `s` is not orthogonal to `y`
    have key : ∀ t : ℝ, x - t • s = 0 → y ⬝ᵥ x ≠ 0 := by
      intro t ht hc
      have hx' : x = t • s := sub_eq_zero.1 ht
      rw [hx', dotProduct_smul, smul_eq_mul] at hc
      rcases mul_eq_zero.1 hc with h0 | h0
      · apply hx
        rw [hx', h0, zero_smul]
      · exact hys.ne' h0
    by_cases hw : shift (1 / (s ⬝ᵥ B *ᵥ s)) s (B *ᵥ s) x = 0
    · have hc : y ⬝ᵥ x ≠ 0 := key (1 / (s ⬝ᵥ B *ᵥ s) * ((B *ᵥ s) ⬝ᵥ x)) hw
      have h3 : 0 < ρ * (y ⬝ᵥ x) ^ 2 :=
        mul_pos hpos (lt_of_le_of_ne (sq_nonneg _) (pow_ne_zero 2 hc).symm)
      rw [hq, hw, zero_dotProduct]
      linarith
    · have h5 := hP _ hw
      have h3 : 0 ≤ ρ * (y ⬝ᵥ x) ^ 2 := mul_nonneg hpos.le (sq_nonneg _)
      rw [hq]
      linarith

end

end DFPUpdate
```

The condition $\varphi\ge0$ is shown to be sufficient only. By hand, $B=I$, $s=(1,0)$, $y=(1,1)$ give $\rho=\beta=1$, $v=(0,1)$ and $B_\varphi=\begin{pmatrix}1&1\\1&2+\varphi\end{pmatrix}$ with determinant $1+\varphi$, which is positive definite for $\varphi>-1$ and singular at $\varphi=-1$.

```lean
#print axioms DFPUpdate.dfp_symm_secant_posDef
#print axioms DFPUpdate.dfp_posDef_iff_curvature
#print axioms DFPUpdate.dfp_eq_broyden_one
#print axioms DFPUpdate.broyden_secant_posDef
```

```
'DFPUpdate.dfp_symm_secant_posDef' depends on axioms: [propext, Classical.choice, Quot.sound]
'DFPUpdate.dfp_posDef_iff_curvature' depends on axioms: [propext, Classical.choice, Quot.sound]
'DFPUpdate.dfp_eq_broyden_one' depends on axioms: [propext, Classical.choice, Quot.sound]
'DFPUpdate.broyden_secant_posDef' depends on axioms: [propext, Classical.choice, Quot.sound]
```
